# The propagator of a time-dependent Hermitian matrix is unitary at all times

A simulation that has stored the propagator $U$ at times $s$ and $t$ can carry a state from $s$ to $t$ by applying $U(s)^\dagger$ and then $U(t)$, with no linear system to solve. This step uses the adjoint as the inverse, which is correct for exact evolution under a finite Hermitian matrix $H(t)$.

Let $H(t)$ be an $n\times n$ complex matrix for each real $t$, in units with $\hbar=1$, and let $U$ satisfy

$$U'(t)=-iH(t)U(t),\qquad U(0)=1.$$

If $H(t)^\dagger=H(t)$ at all times, then for every $t$

$$U(t)^\dagger U(t)=1,\qquad U(t)U(t)^\dagger=1.$$

## Norm checks and stored propagators

In real-time propagation of a quantum state in a finite orthonormal basis, unitarity makes the norm a useful check. For Hermitian $H(t)$ the exact norm is constant, so a drift comes from the time stepping, from rounding or from a matrix that is not Hermitian. The same holds for overlaps between states propagated with the same $H(t)$.

Collect the states as columns of a matrix $\Psi(t)$ with $\Psi'=-iH\Psi$. The two-time rule is then

$$\Psi(t)=U(t)U(s)^\dagger\Psi(s),$$

for any order of $s$ and $t$.

## Cancellation in the derivative of $U^\dagger\Psi$

Entry by entry, $(AB)_{ij}=\sum_l A_{il}B_{lj}$, so the product rule holds with the order of the factors kept. Since time is real, differentiation also commutes with the adjoint. Therefore

$$\begin{aligned}
\frac{d}{dt}\left(U^\dagger\Psi\right)
&=(-iHU)^\dagger\Psi+U^\dagger(-iH\Psi)\\
&=iU^\dagger H^\dagger\Psi-iU^\dagger H\Psi\\
&=iU^\dagger(H^\dagger-H)\Psi=0.
\end{aligned}$$

Every entry of $U^\dagger\Psi$ is constant, and its value at time zero gives $U(t)^\dagger\Psi(t)=\Psi(0)$.

The choice $\Psi=U$ gives $U^\dagger U=1$. A square matrix of finite size with a left inverse is invertible, and that left inverse is its inverse, so $UU^\dagger=1$ as well.

For the two-time rule, multiply $U(t)^\dagger\Psi(t)=\Psi(0)$ by $U(t)$ to get $\Psi(t)=U(t)\Psi(0)$, then insert $\Psi(0)=U(s)^\dagger\Psi(s)$. If $V$ is another propagator of the same $H$, setting $\Psi=V$ and $s=0$ gives $V(t)=U(t)$.

Conversely, suppose that $U^\dagger U=1$ at all times. Differentiating gives

$$0=iU^\dagger(H^\dagger-H)U.$$

Multiplying by $U$ on the left and $U^\dagger$ on the right leaves $H^\dagger=H$.

For $n=1$, $H$ is a number $h(t)$ and $U$ a complex amplitude, with

$$\frac{d}{dt}|U|^2=i(\overline{h}-h)|U|^2=2\,\mathrm{Im}(h)\,|U|^2.$$

A real $h$ changes only the phase. A constant $h=\varepsilon-i\gamma$, with $\varepsilon$ and $\gamma>0$ real, gives the decay $|U|^2=e^{-2\gamma t}$.

## A rotating two-level coupling

The file includes the example

$$H(t)=\begin{pmatrix}1&-ie^{-2it}\\ ie^{2it}&-1\end{pmatrix},\qquad
U(t)=\begin{pmatrix}e^{-it}&0\\0&e^{it}\end{pmatrix}
\begin{pmatrix}\cos t&-\sin t\\ \sin t&\cos t\end{pmatrix}.$$

Write $D$ for the diagonal factor, $R$ for the rotation, and $\sigma_y,\sigma_z$ for the Pauli matrices. Then $D'=-i\sigma_zD$ and $R'=-i\sigma_yR$, so $U'=-i(\sigma_z+D\sigma_yD^\dagger)U$, and the bracket is $H(t)$. Also $U(0)=1$.

The upper right entry of $H(0)H(\pi/2)$ is $2i$, while that of $H(\pi/2)H(0)$ is $-2i$. The Hamiltonian therefore does not commute with itself at different times.

## The Lean definitions and proofs

```lean
import Mathlib

open Complex Matrix

namespace PropagatorUnitarity

variable {m n k : Type*} [Fintype n]

/-- The time-dependent matrix `A` has derivative `A'` at time `t`, entry by entry. -/
def HasEntryDerivAt (A : ℝ → Matrix m k ℂ) (A' : Matrix m k ℂ) (t : ℝ) : Prop :=
  ∀ i j, HasDerivAt (fun s => A s i j) (A' i j) t

/-- The columns of `Ψ` obey the Schrödinger equation `Ψ' = -i H(t) Ψ` at all times. -/
def SolvesSchrodinger (H : ℝ → Matrix n n ℂ) (Ψ : ℝ → Matrix n k ℂ) : Prop :=
  ∀ t, HasEntryDerivAt Ψ ((-I) • (H t * Ψ t)) t

/-- `U` is a propagator of `H`: it obeys the Schrödinger equation and is the identity
at time zero. -/
structure IsPropagator [DecidableEq n] (H U : ℝ → Matrix n n ℂ) : Prop where
  initial : U 0 = 1
  evolves : SolvesSchrodinger H U

/-- Product rule for time-dependent matrices, with the order of the factors kept. -/
theorem HasEntryDerivAt.mul {A : ℝ → Matrix m n ℂ} {B : ℝ → Matrix n k ℂ}
    {A' : Matrix m n ℂ} {B' : Matrix n k ℂ} {t : ℝ}
    (hA : HasEntryDerivAt A A' t) (hB : HasEntryDerivAt B B' t) :
    HasEntryDerivAt (fun s => A s * B s) (A' * B t + A t * B') t := by
  intro i j
  simp only [Matrix.mul_apply, Matrix.add_apply, ← Finset.sum_add_distrib]
  exact HasDerivAt.fun_sum fun l _ => (hA i l).fun_mul (hB l j)

/-- The derivative of the adjoint is the adjoint of the derivative. -/
theorem HasEntryDerivAt.adjoint {A : ℝ → Matrix m k ℂ} {A' : Matrix m k ℂ} {t : ℝ}
    (hA : HasEntryDerivAt A A' t) : HasEntryDerivAt (fun s => (A s)ᴴ) A'ᴴ t := by
  intro i j
  exact (hA j i).star

/-- For Hermitian `H(t)`, undoing the evolution with the adjoint of the propagator
returns the initial states: `U(t)ᴴ Ψ(t) = Ψ(0)`. -/
theorem adjoint_mul_solution [DecidableEq n] {H U : ℝ → Matrix n n ℂ}
    {Ψ : ℝ → Matrix n k ℂ} (hH : ∀ t, (H t).IsHermitian) (hU : IsPropagator H U)
    (hΨ : SolvesSchrodinger H Ψ) (t : ℝ) : (U t)ᴴ * Ψ t = Ψ 0 := by
  -- the two terms of the product rule cancel because `H` is Hermitian
  have key : ∀ r, HasEntryDerivAt (fun s => (U s)ᴴ * Ψ s) 0 r := by
    intro r
    have h := (hU.evolves r).adjoint.mul (hΨ r)
    have e : ((-I) • (H r * U r))ᴴ * Ψ r + (U r)ᴴ * ((-I) • (H r * Ψ r)) = 0 := by
      rw [Matrix.conjTranspose_smul, Matrix.conjTranspose_mul, (hH r).eq,
        Matrix.smul_mul, Matrix.mul_smul, Matrix.mul_assoc, ← add_smul]
      simp
    rwa [e] at h
  have hconst : (U t)ᴴ * Ψ t = (U 0)ᴴ * Ψ 0 := by
    ext i j
    exact is_const_of_deriv_eq_zero (f := fun s => ((U s)ᴴ * Ψ s) i j)
      (fun x => (key x i j).differentiableAt) (fun x => (key x i j).deriv) t 0
  rw [hconst, hU.initial, Matrix.conjTranspose_one, Matrix.one_mul]

/-- The propagator of a time-dependent Hermitian Hamiltonian is unitary at all times. -/
theorem propagator_unitary [DecidableEq n] {H U : ℝ → Matrix n n ℂ}
    (hH : ∀ t, (H t).IsHermitian) (hU : IsPropagator H U) (t : ℝ) :
    (U t)ᴴ * U t = 1 ∧ U t * (U t)ᴴ = 1 := by
  have h : (U t)ᴴ * U t = 1 := (adjoint_mul_solution hH hU hU.evolves t).trans hU.initial
  exact ⟨h, mul_eq_one_comm.mp h⟩

/-- For Hermitian `H(t)`, the matrix `U(t) U(s)ᴴ` carries every solution of the
Schrödinger equation from time `s` to time `t`. -/
theorem two_time_propagator [DecidableEq n] {H U : ℝ → Matrix n n ℂ}
    {Ψ : ℝ → Matrix n k ℂ} (hH : ∀ t, (H t).IsHermitian) (hU : IsPropagator H U)
    (hΨ : SolvesSchrodinger H Ψ) (s t : ℝ) : Ψ t = U t * (U s)ᴴ * Ψ s := by
  rw [Matrix.mul_assoc, adjoint_mul_solution hH hU hΨ s,
    ← adjoint_mul_solution hH hU hΨ t, ← Matrix.mul_assoc,
    (propagator_unitary hH hU t).2, Matrix.one_mul]

/-- A Hermitian Hamiltonian has at most one propagator. -/
theorem propagator_unique [DecidableEq n] {H U V : ℝ → Matrix n n ℂ}
    (hH : ∀ t, (H t).IsHermitian) (hU : IsPropagator H U) (hV : IsPropagator H V) :
    V = U := by
  funext t
  rw [two_time_propagator hH hU hV.evolves 0 t, hU.initial, hV.initial,
    Matrix.conjTranspose_one, Matrix.mul_one, Matrix.mul_one]

/-- A propagator is unitary at all times exactly when its generator `H(t)` is Hermitian
at all times. -/
theorem unitary_iff_hermitian [DecidableEq n] {H U : ℝ → Matrix n n ℂ}
    (hU : IsPropagator H U) :
    (∀ t, (U t)ᴴ * U t = 1) ↔ ∀ t, (H t).IsHermitian := by
  refine ⟨fun hun t => ?_, fun hH t => (propagator_unitary hH hU t).1⟩
  -- differentiate the constant `Uᴴ U = 1`
  have h := (hU.evolves t).adjoint.mul (hU.evolves t)
  have hc : (fun s => (U s)ᴴ * U s) = fun _ => 1 := funext hun
  rw [hc] at h
  have h0 : ((-I) • (H t * U t))ᴴ * U t + (U t)ᴴ * ((-I) • (H t * U t)) = 0 := by
    ext i j
    exact (h i j).unique (hasDerivAt_const t _)
  have hs : star (-I) = I := by simp
  have e : ((-I) • (H t * U t))ᴴ * U t + (U t)ᴴ * ((-I) • (H t * U t))
      = I • ((U t)ᴴ * ((H t)ᴴ - H t) * U t) := by
    rw [Matrix.conjTranspose_smul, Matrix.conjTranspose_mul, hs]
    simp only [Matrix.smul_mul, Matrix.mul_smul, Matrix.mul_sub, Matrix.sub_mul,
      Matrix.mul_assoc]
    module
  rw [e] at h0
  have hz := (smul_eq_zero.mp h0).resolve_left I_ne_zero
  -- strip the unitary factors on both sides
  have h2 : U t * (U t)ᴴ = 1 := mul_eq_one_comm.mp (hun t)
  have hD : (H t)ᴴ - H t = 0 := by
    calc (H t)ᴴ - H t = (U t * (U t)ᴴ) * ((H t)ᴴ - H t) * (U t * (U t)ᴴ) := by
          rw [h2, Matrix.one_mul, Matrix.mul_one]
      _ = U t * ((U t)ᴴ * ((H t)ᴴ - H t) * U t) * (U t)ᴴ := by
          simp only [Matrix.mul_assoc]
      _ = 0 := by rw [hz, Matrix.mul_zero, Matrix.zero_mul]
  exact sub_eq_zero.mp hD

/-- A two-level Hamiltonian whose off-diagonal coupling rotates in time. -/
noncomputable def rotatingH (t : ℝ) : Matrix (Fin 2) (Fin 2) ℂ :=
  !![1, -I * exp (-I * t) ^ 2; I * exp (I * t) ^ 2, -1]

/-- A product of a diagonal phase matrix and a real rotation, both with angle `t`. -/
noncomputable def rotatingU (t : ℝ) : Matrix (Fin 2) (Fin 2) ℂ :=
  !![exp (-I * t) * cos t, exp (-I * t) * -sin t; exp (I * t) * sin t, exp (I * t) * cos t]

/-- The rotating two-level Hamiltonian is Hermitian, has `rotatingU` as propagator, and
does not commute with itself at the times `0` and `π/2`. -/
theorem rotating_witness :
    (∀ t, (rotatingH t).IsHermitian) ∧ IsPropagator rotatingH rotatingU ∧
      rotatingH 0 * rotatingH (Real.pi / 2) ≠ rotatingH (Real.pi / 2) * rotatingH 0 := by
  refine ⟨fun t => ?_, ⟨?_, fun t => ?_⟩, fun h => ?_⟩
  · have hI : star I = -I := by simp
    have h1 : star (exp (I * t)) = exp (-I * t) := by
      rw [Complex.star_def, ← Complex.exp_conj]
      simp
    have h2 : star (exp (-I * t)) = exp (I * t) := by rw [← h1, star_star]
    refine Matrix.ext (Fin.forall_fin_two.2
      ⟨Fin.forall_fin_two.2 ⟨?_, ?_⟩, Fin.forall_fin_two.2 ⟨?_, ?_⟩⟩)
    · change star (1 : ℂ) = 1
      simp
    · change star (I * exp (I * t) ^ 2) = -I * exp (-I * t) ^ 2
      rw [star_mul', star_pow, h1, hI]
    · change star (-I * exp (-I * t) ^ 2) = I * exp (I * t) ^ 2
      rw [star_mul', star_pow, h2, star_neg, hI, neg_neg]
    · change star (-1 : ℂ) = -1
      simp
  · simp [rotatingU, Matrix.one_fin_two]
  · have hexp : ∀ c : ℂ, HasDerivAt (fun s : ℝ => exp (c * s)) (c * exp (c * t)) t := by
      intro c
      have h := ((hasDerivAt_id' (t : ℂ)).const_mul c).cexp
      exact h.comp_ofReal.congr_deriv (by ring)
    have hc : HasDerivAt (fun s : ℝ => cos (s : ℂ)) (-sin t) t :=
      (Complex.hasDerivAt_cos (t : ℂ)).comp_ofReal
    have hs : HasDerivAt (fun s : ℝ => sin (s : ℂ)) (cos t) t :=
      (Complex.hasDerivAt_sin (t : ℂ)).comp_ofReal
    have h : exp (-I * t) * exp (I * t) = 1 := by
      rw [← Complex.exp_add, neg_mul, neg_add_cancel, Complex.exp_zero]
    have hmul : ∀ i j, ((-I) • (rotatingH t * rotatingU t)) i j =
        -I * (rotatingH t i 0 * rotatingU t 0 j + rotatingH t i 1 * rotatingU t 1 j) := by
      intro i j
      rw [Matrix.smul_apply, Matrix.mul_apply, Fin.sum_univ_two, smul_eq_mul]
    -- compare the four entries of `U'` and `-i H U`
    refine Fin.forall_fin_two.2
      ⟨Fin.forall_fin_two.2 ⟨?_, ?_⟩, Fin.forall_fin_two.2 ⟨?_, ?_⟩⟩
    · refine ((hexp (-I)).fun_mul hc).congr_deriv ?_
      rw [hmul]
      change _ = -I * (1 * (exp (-I * t) * cos t)
        + -I * exp (-I * t) ^ 2 * (exp (I * t) * sin t))
      linear_combination exp (-I * t) * sin t * h
        - exp (-I * t) ^ 2 * exp (I * t) * sin t * I_sq
    · refine ((hexp (-I)).fun_mul hs.fun_neg).congr_deriv ?_
      rw [hmul]
      change _ = -I * (1 * (exp (-I * t) * -sin t)
        + -I * exp (-I * t) ^ 2 * (exp (I * t) * cos t))
      linear_combination exp (-I * t) * cos t * h
        - exp (-I * t) ^ 2 * exp (I * t) * cos t * I_sq
    · refine ((hexp I).fun_mul hs).congr_deriv ?_
      rw [hmul]
      change _ = -I * (I * exp (I * t) ^ 2 * (exp (-I * t) * cos t)
        + -1 * (exp (I * t) * sin t))
      linear_combination exp (I * t) ^ 2 * exp (-I * t) * cos t * I_sq
        - exp (I * t) * cos t * h
    · refine ((hexp I).fun_mul hc).congr_deriv ?_
      rw [hmul]
      change _ = -I * (I * exp (I * t) ^ 2 * (exp (-I * t) * -sin t)
        + -1 * (exp (I * t) * cos t))
      linear_combination exp (I * t) * sin t * h
        - exp (I * t) ^ 2 * exp (-I * t) * sin t * I_sq
  · -- the upper right entries of the two products differ
    have h1 : exp (-I * ((Real.pi / 2 : ℝ) : ℂ)) = -I := by
      rw [show -I * ((Real.pi / 2 : ℝ) : ℂ) = ((-(Real.pi / 2) : ℝ) : ℂ) * I by
        push_cast; ring, Complex.exp_mul_I, ← Complex.ofReal_cos, ← Complex.ofReal_sin,
        Real.cos_neg, Real.sin_neg, Real.cos_pi_div_two, Real.sin_pi_div_two]
      simp
    have ha : rotatingH 0 0 1 = -I := by
      change -I * exp (-I * ((0 : ℝ) : ℂ)) ^ 2 = -I
      simp
    have hb : rotatingH (Real.pi / 2) 0 1 = I := by
      change -I * exp (-I * ((Real.pi / 2 : ℝ) : ℂ)) ^ 2 = I
      rw [h1]
      linear_combination -I * I_sq
    have hd0 : ∀ t, rotatingH t 0 0 = 1 := fun _ => rfl
    have hd1 : ∀ t, rotatingH t 1 1 = -1 := fun _ => rfl
    have h01 : (rotatingH 0 * rotatingH (Real.pi / 2)) 0 1
        = (rotatingH (Real.pi / 2) * rotatingH 0) 0 1 := by rw [h]
    simp only [Matrix.mul_apply, Fin.sum_univ_two, ha, hb, hd0, hd1] at h01
    exact I_ne_zero (by linear_combination h01 / 4)

end PropagatorUnitarity
```

```lean
#print axioms PropagatorUnitarity.propagator_unitary
#print axioms PropagatorUnitarity.propagator_unique
#print axioms PropagatorUnitarity.unitary_iff_hermitian
```

```
'PropagatorUnitarity.propagator_unitary' depends on axioms: [propext, Classical.choice, Quot.sound]
'PropagatorUnitarity.propagator_unique' depends on axioms: [propext, Classical.choice, Quot.sound]
'PropagatorUnitarity.unitary_iff_hermitian' depends on axioms: [propext, Classical.choice, Quot.sound]
```

`HasEntryDerivAt` says that every matrix entry has the stated derivative, so no matrix norm has to be chosen. `SolvesSchrodinger H Ψ` is the equation $\Psi'=-iH\Psi$ at every real time. The type `n` labels the basis states and `k` the columns of `Ψ`: one column is a single state, and `k = n` allows a propagator. `IsPropagator H U` adds $U(0)=1$. The symbol `ᴴ` is the adjoint $\dagger$, and `IsHermitian` means $H^\dagger=H$.

`HasEntryDerivAt.mul` and `HasEntryDerivAt.adjoint` are the two differentiation rules. In `adjoint_mul_solution`, the equation `e` is the cancellation above, `key` records the zero derivative, and `is_const_of_deriv_eq_zero` makes each entry constant.

`propagator_unitary` sets `Ψ` equal to `U` and obtains the second identity from `mul_eq_one_comm`. The theorems `two_time_propagator` and `propagator_unique` follow by the substitutions already given.

`unitary_iff_hermitian` proves the equivalence for a given propagator. In its converse half, uniqueness of the derivative gives `h0`, `e` factors out $H^\dagger-H$, and the `calc` block removes the unitary factors.

`rotating_witness` checks the example by comparing the four entries of $U'$ and $-iHU$. The `linear_combination` steps use $e^{-it}e^{it}=1$ and $i^2=-1$. The last part compares the upper right entries of the two products.

## Exact evolution, finite matrices, differentiable propagators

The theorems concern exact solutions, so they give no error bound for an integrator and do not make an approximate time step unitary. Apart from the two-level example, the existence of $U$ is a hypothesis; for continuous $H(t)$ it follows from the standard theory of linear differential equations.

The derivative must exist at every real time. A Hamiltonian held constant within each step and changed abruptly between steps is therefore not covered as a single function of time, because $U$ has a kink at each jump.

The basis is finite, and the plain adjoint corresponds to an orthonormal one. In a fixed non-orthogonal basis with overlap matrix $S$, such as orbitals centred on fixed atoms, the propagator of the coefficients satisfies $U^\dagger SU=S$, which becomes $U^\dagger U=1$ after a change to an orthonormal basis. Unbounded operators on an infinite-dimensional space need a different treatment.
